# If one scattering multiplies the mean direction by c, then n scatterings multiply it by cⁿ, and 1 − c is half the mean square change of direction

## How much of its direction does an electron lose in a collision?

If I put the time τ between collisions straight into the Drude formula, a metal whose electrons are mostly deflected through small angles comes out too resistive. Such an electron collides often but keeps moving in nearly the same direction. The usual remedy is to weight each collision by 1 − cos θ, where θ is the scattering angle, and to use the longer transport time τ/(1 − c), where c is the mean of cos θ.

I would like to see this made rigorous and machine-checked for finitely many directions. Does the mean direction after n collisions really fall off as cⁿ, is 1 − c really half the mean square change of direction, and does τ/(1 − c) come out of the Boltzmann equation?

## The mean cosine fixes both the decay and the transport time

Yes, provided that one collision multiplies the mean direction by the same number c whatever the initial state. Let v_i be the unit vector along the motion in state i, and P_ij the probability that a collision takes state i to state j, so that ∑_j P_ij = 1. The condition is

∑_j P_ij v_j = c v_i for every i.

It stands for isotropy: the sideways deflections average out, and the mean cosine is the same for every initial direction.

Suppose that the direction is kept between collisions and that the outcome of each collision depends only on the state just before it. Then the n-step probabilities are the entries of Pⁿ, and the mean direction after n collisions from i is

m_n(i) = ∑_j (Pⁿ)_ij v_j.

For n = 0 this is v_i. Separating off the first collision, Pⁿ⁺¹ = P Pⁿ, gives

m_{n+1}(i) = ∑_k P_ik m_n(k).

If m_n(k) = cⁿ v_k for all k, the right-hand side is cⁿ ∑_k P_ik v_k = cⁿ⁺¹ v_i. By induction, m_n(i) = cⁿ v_i for all n.

Next, take the inner product of the condition with v_i. Since ⟨v_i, v_i⟩ = 1,

∑_j P_ij ⟨v_i, v_j⟩ = c,

so c is the mean cosine. For unit vectors ‖v_j − v_i‖² = 2 − 2⟨v_i, v_j⟩, and therefore

½ ∑_j P_ij ‖v_j − v_i‖² = ∑_j P_ij − ∑_j P_ij ⟨v_i, v_j⟩ = 1 − c.

For small angles the chord ‖v_j − v_i‖ is close to θ, so 1 − c is then roughly half the mean of θ².

When the P_ij are non-negative, two consequences follow. Each cosine lies between −1 and 1, so |c| ≤ ∑_j P_ij = 1. And c = 1 makes the sum of squared chords vanish, hence each of its terms, so every scattering that can occur from i leaves the direction unchanged; the converse is immediate.

If |c| < 1, the mean directions of all flights, the initial one included, form a geometric series:

∑_{n≥0} m_n(i) = v_i/(1 − c).

For the transport time, let F be the driving force and let g_i = τ/(1 − c) ⟨F, v_i⟩ be the shift of the distribution. Pairing the condition with F gives ∑_j P_ij ⟨F, v_j⟩ = c⟨F, v_i⟩, so

(1/τ) ∑_j P_ij (g_i − g_j) = (1/(1 − c)) (⟨F, v_i⟩ − c⟨F, v_i⟩) = ⟨F, v_i⟩.

Collisions balance the drive, with τ/(1 − c) in the place where a simple relaxation-time solution has τ.

In the Lean file, `ι` is the finite set of states and `V` a real inner product space of any dimension. The map `v` may give several states the same direction. Rows of `P` belong to the state before the collision, `•` multiplies a vector by a number, and `⟪v i, v j⟫_ℝ` is cos θ. The hypotheses `hP`, `hv` and `h` are the unit row sums, the unit lengths and the isotropy condition. The main theorem, `direction_relaxation`, says that under these three, for each state `i`, the mean direction is `c ^ n • v i` for all `n`, and 1 − c is half the mean squared chord. Non-negativity, `hpos`, enters only where it is used: in the bound on c and in the case c = 1.

```lean
import Mathlib

open scoped InnerProductSpace

namespace SmallAngleScattering

noncomputable section

variable {ι V : Type*} [Fintype ι] [DecidableEq ι]
  [NormedAddCommGroup V] [InnerProductSpace ℝ V]

/-- The mean direction of motion after `n` scatterings of a carrier that starts in state `i`,
where `P i j` is the probability of scattering from `i` to `j`. -/
def meanDirection (P : Matrix ι ι ℝ) (v : ι → V) (n : ℕ) (i : ι) : V :=
  ∑ j, (P ^ n) i j • v j

/-- The mean direction after `n + 1` scatterings is the average, over the outcome of the first
scattering, of the mean direction after `n` further ones. -/
theorem meanDirection_succ (P : Matrix ι ι ℝ) (v : ι → V) (n : ℕ) (i : ι) :
    meanDirection P v (n + 1) i = ∑ k, P i k • meanDirection P v n k := by
  simp only [meanDirection, pow_succ', Matrix.mul_apply, Finset.sum_smul, Finset.smul_sum,
    smul_smul]
  exact Finset.sum_comm

/-- If one scattering multiplies the mean direction by `c`, then `n` scatterings multiply it
by `c ^ n`. -/
theorem meanDirection_eq {P : Matrix ι ι ℝ} {v : ι → V} {c : ℝ}
    (h : ∀ i, ∑ j, P i j • v j = c • v i) (n : ℕ) (i : ι) :
    meanDirection P v n i = c ^ n • v i := by
  induction n generalizing i with
  | zero => simp [meanDirection, Matrix.one_apply]
  | succ n ih =>
    rw [meanDirection_succ]
    calc ∑ k, P i k • meanDirection P v n k
        = ∑ k, c ^ n • P i k • v k :=
          Finset.sum_congr rfl fun k _ => by rw [ih k, smul_comm]
      _ = c ^ (n + 1) • v i := by
          rw [← Finset.smul_sum, h i, smul_smul, pow_succ]

omit [DecidableEq ι] in
/-- The factor `c` is the mean cosine of the scattering angle. -/
theorem mean_cosine {P : Matrix ι ι ℝ} {v : ι → V} {c : ℝ} (hv : ∀ i, ‖v i‖ = 1)
    (h : ∀ i, ∑ j, P i j • v j = c • v i) (i : ι) :
    ∑ j, P i j * ⟪v i, v j⟫_ℝ = c := by
  have h1 := congrArg (fun x => ⟪v i, x⟫_ℝ) (h i)
  simp only [inner_sum, real_inner_smul_right, real_inner_self_eq_norm_sq, hv i] at h1
  linarith

/-- Relaxation of the direction of motion: after `n` scatterings the mean direction is
`c ^ n` times the initial one, and `1 - c` is half the mean square change of direction in a
single scattering. -/
theorem direction_relaxation {P : Matrix ι ι ℝ} {v : ι → V} {c : ℝ}
    (hP : ∀ i, ∑ j, P i j = 1) (hv : ∀ i, ‖v i‖ = 1)
    (h : ∀ i, ∑ j, P i j • v j = c • v i) (i : ι) :
    (∀ n, meanDirection P v n i = c ^ n • v i) ∧
      1 - c = 1 / 2 * ∑ j, P i j * ‖v j - v i‖ ^ 2 := by
  refine ⟨fun n => meanDirection_eq h n i, ?_⟩
  -- the squared chord between two unit vectors is 2 - 2 cos θ
  have hd : ∀ j, ‖v j - v i‖ ^ 2 = 2 - 2 * ⟪v i, v j⟫_ℝ := fun j => by
    rw [norm_sub_sq_real, hv j, hv i, real_inner_comm (v i) (v j)]
    ring
  calc 1 - c = ∑ j, P i j - ∑ j, P i j * ⟪v i, v j⟫_ℝ := by rw [hP i, mean_cosine hv h i]
    _ = 1 / 2 * ∑ j, P i j * ‖v j - v i‖ ^ 2 := by
      rw [← Finset.sum_sub_distrib, Finset.mul_sum]
      refine Finset.sum_congr rfl fun j _ => ?_
      rw [hd j]
      ring

omit [DecidableEq ι] in
/-- The factor by which one scattering multiplies the mean direction has modulus at most one. -/
theorem abs_factor_le_one {P : Matrix ι ι ℝ} {v : ι → V} {c : ℝ}
    (hpos : ∀ i j, 0 ≤ P i j) (hP : ∀ i, ∑ j, P i j = 1) (hv : ∀ i, ‖v i‖ = 1)
    (h : ∀ i, ∑ j, P i j • v j = c • v i) (i : ι) : |c| ≤ 1 := by
  calc |c| = |∑ j, P i j * ⟪v i, v j⟫_ℝ| := by rw [mean_cosine hv h i]
    _ ≤ ∑ j, |P i j * ⟪v i, v j⟫_ℝ| := Finset.abs_sum_le_sum_abs _ _
    _ ≤ ∑ j, P i j := by
      refine Finset.sum_le_sum fun j _ => ?_
      have hc := abs_real_inner_le_norm (v i) (v j)
      rw [hv i, hv j, mul_one] at hc
      rw [abs_mul, abs_of_nonneg (hpos i j)]
      exact mul_le_of_le_one_right (hpos i j) hc
    _ = 1 := hP i

/-- The factor `c` equals one exactly when every scattering that occurs with non-zero probability
from `i` leaves the direction of motion unchanged. -/
theorem factor_eq_one_iff {P : Matrix ι ι ℝ} {v : ι → V} {c : ℝ}
    (hpos : ∀ i j, 0 ≤ P i j) (hP : ∀ i, ∑ j, P i j = 1) (hv : ∀ i, ‖v i‖ = 1)
    (h : ∀ i, ∑ j, P i j • v j = c • v i) (i : ι) :
    c = 1 ↔ ∀ j, P i j ≠ 0 → v j = v i := by
  have hs := (direction_relaxation hP hv h i).2
  constructor
  · intro hc j hj
    have h0 : ∑ j, P i j * ‖v j - v i‖ ^ 2 = 0 := by linarith
    -- a vanishing sum of non-negative terms vanishes term by term
    have hz := (Finset.sum_eq_zero_iff_of_nonneg
      (fun j _ => mul_nonneg (hpos i j) (sq_nonneg _))).1 h0 j (Finset.mem_univ j)
    have hn := (mul_eq_zero.1 hz).resolve_left hj
    exact sub_eq_zero.1 (norm_eq_zero.1 ((pow_eq_zero_iff two_ne_zero).1 hn))
  · intro hj
    have h0 : ∑ j, P i j * ‖v j - v i‖ ^ 2 = 0 := by
      refine Finset.sum_eq_zero fun j _ => ?_
      by_cases hp : P i j = 0
      · simp [hp]
      · simp [hj j hp]
    linarith

/-- For `|c| < 1` the mean directions of all successive flights add up to the initial direction
divided by `1 - c`. -/
theorem hasSum_meanDirection {P : Matrix ι ι ℝ} {v : ι → V} {c : ℝ}
    (h : ∀ i, ∑ j, P i j • v j = c • v i) (hc : |c| < 1) (i : ι) :
    HasSum (fun n => meanDirection P v n i) ((1 - c)⁻¹ • v i) := by
  simp_rw [meanDirection_eq h]
  exact (hasSum_geometric_of_abs_lt_one hc).smul_const (v i)

/-- The shift of the distribution under a driving force `F` with transport time `τ / (1 - c)`,
for `c ≠ 1`. -/
def transportShift (τ c : ℝ) (F : V) (v : ι → V) (i : ι) : ℝ :=
  τ / (1 - c) * ⟪F, v i⟫_ℝ

omit [DecidableEq ι] in
/-- The shift with transport time `τ / (1 - c)` solves the linearised Boltzmann equation, in
which collisions at rate `1 / τ` balance the driving term. -/
theorem boltzmann_transportShift {P : Matrix ι ι ℝ} {v : ι → V} {c τ : ℝ}
    (hP : ∀ i, ∑ j, P i j = 1) (h : ∀ i, ∑ j, P i j • v j = c • v i)
    (hc : c ≠ 1) (hτ : τ ≠ 0) (F : V) (i : ι) :
    1 / τ * ∑ j, P i j * (transportShift τ c F v i - transportShift τ c F v j)
      = ⟪F, v i⟫_ℝ := by
  have hF := congrArg (fun x => ⟪F, x⟫_ℝ) (h i)
  simp only [inner_sum, real_inner_smul_right] at hF
  -- scattering-out minus scattering-in
  have hs : ∑ j, P i j * (transportShift τ c F v i - transportShift τ c F v j)
      = τ / (1 - c) * ((∑ j, P i j) * ⟪F, v i⟫_ℝ - ∑ j, P i j * ⟪F, v j⟫_ℝ) := by
    rw [Finset.sum_mul, ← Finset.sum_sub_distrib, Finset.mul_sum]
    refine Finset.sum_congr rfl fun j _ => ?_
    unfold transportShift
    ring
  have h1 : 1 - c ≠ 0 := sub_ne_zero.2 hc.symm
  rw [hs, hP i, hF]
  calc 1 / τ * (τ / (1 - c) * (1 * ⟪F, v i⟫_ℝ - c * ⟪F, v i⟫_ℝ))
      = (τ / τ) * ((1 - c) / (1 - c)) * ⟪F, v i⟫_ℝ := by ring
    _ = ⟪F, v i⟫_ℝ := by rw [div_self hτ, div_self h1, one_mul, one_mul]

/-- Four directions of motion at right angles in the plane, written as complex numbers. -/
def squareDirections : Fin 4 → ℂ := ![1, Complex.I, -1, -Complex.I]

/-- Scattering among the four directions: forward with probability `a`, to each side with
probability `b`, backward with probability `d`. -/
def squareScattering (a b d : ℝ) : Matrix (Fin 4) (Fin 4) ℝ :=
  !![a, b, d, b; b, a, b, d; d, b, a, b; b, d, b, a]

/-- Scattering among four directions in the plane meets all the conditions on `P` and `v`, with
`c = a - d`. -/
theorem squareScattering_witness {a b d : ℝ} (ha : 0 ≤ a) (hb : 0 ≤ b) (hd : 0 ≤ d)
    (hsum : a + 2 * b + d = 1) :
    (∀ i j, 0 ≤ squareScattering a b d i j) ∧
    (∀ i, ∑ j, squareScattering a b d i j = 1) ∧
    (∀ i, ‖squareDirections i‖ = 1) ∧
    (∀ i, ∑ j, squareScattering a b d i j • squareDirections j
      = (a - d) • squareDirections i) := by
  refine ⟨fun i j => ?_, fun i => ?_, fun i => ?_, fun i => ?_⟩
  · fin_cases i <;> fin_cases j <;> simp [squareScattering, ha, hb, hd]
  · fin_cases i <;> simp [squareScattering, Fin.sum_univ_four] <;> linarith
  · fin_cases i <;> simp [squareDirections]
  · fin_cases i <;>
      simp [squareScattering, squareDirections, Fin.sum_univ_four, Complex.real_smul] <;> ring

end

end SmallAngleScattering
```

```lean
#print axioms SmallAngleScattering.meanDirection_eq
#print axioms SmallAngleScattering.factor_eq_one_iff
#print axioms SmallAngleScattering.hasSum_meanDirection
#print axioms SmallAngleScattering.boltzmann_transportShift
```

```
'SmallAngleScattering.meanDirection_eq' depends on axioms: [propext, Classical.choice, Quot.sound]
'SmallAngleScattering.factor_eq_one_iff' depends on axioms: [propext, Classical.choice, Quot.sound]
'SmallAngleScattering.hasSum_meanDirection' depends on axioms: [propext, Classical.choice, Quot.sound]
'SmallAngleScattering.boltzmann_transportShift' depends on axioms: [propext, Classical.choice, Quot.sound]
```

The proofs follow the derivation above. `meanDirection_succ` expands the matrix power and exchanges two finite sums. `meanDirection_eq` is the induction; its `generalizing i` matters because the step needs the claim at every state k reached by the first collision, not only at i. `mean_cosine` applies the inner product with `v i` to both sides of `h`. In `direction_relaxation`, the auxiliary statement `hd` is the chord formula, and the `calc` block writes 1 − c as a difference of two sums and compares them term by term.

`abs_factor_le_one` combines the triangle inequality with Cauchy–Schwarz, which bounds each cosine. `factor_eq_one_iff` uses the fact that a vanishing sum of non-negative terms vanishes term by term. `hasSum_meanDirection` substitutes cⁿ and calls on the geometric series. `boltzmann_transportShift` pairs `h` with `F`, splits the collision sum into scattering out and scattering in, and cancels τ and 1 − c, which are non-zero by hypothesis.

The last theorem, `squareScattering_witness`, shows that the conditions can be met, using a simple model. Four directions at right angles are written as the complex numbers 1, i, −1 and −i, with probability a for forward scattering, b for each side and d for backward. From direction 1 the mean after one collision is a + bi − d − bi = a − d, so c = a − d. The proof goes through the four directions one at a time.

Two points about the Boltzmann equation deserve care. The theorem shows that the shift is a solution, not that it is the only one: adding the same constant to every g_i changes nothing. Also, scattering into i appears with weight P_ij, whereas counting arrivals would give P_ji. The two agree when P is symmetric, as for elastic scattering between equally weighted states with detailed balance, and as in the four-direction example. The speed, the charge and the energy derivative of the equilibrium distribution are absorbed into F. This presumes that they are the same for every state, as is the single τ, which fits an isotropic metal at one energy.

The Boltzmann theorem needs only c ≠ 1, while the series needs |c| < 1. If every collision reverses the motion, c = −1: the partial sums of the mean directions alternate between v_i and 0, yet the transport time is well defined and equals τ/2.

The probabilities are given here, not computed from a scattering potential, and the conductivity itself is not defined. For independent carriers with a single relaxation factor, the result shows why a collision lifetime from an electronic-structure calculation should not be inserted unchanged into a resistivity formula unless c = 0: it counts collisions, while the current responds to lost direction.

The isotropy condition could be loosened to a factor c_i that depends on the state. This is a simple step towards an anisotropic metal, where the mean direction after a collision need not even be parallel to v_i. The single-collision identity survives, with 1 − c_i on the left. The power law does not in general, because two collisions give ∑_j P_ij c_j v_j, and the c_j no longer come out of the sum. If the c_i differ, no single transport time solves the Boltzmann equation for every F, and the shift can instead be sought by treating that equation as a linear system.

The same induction also gives the decay of other anisotropies, since it never uses the unit length of the v_i. In the four-direction model, assign +1 to the two horizontal directions and −1 to the two vertical ones. One collision multiplies the mean of this quantity by a + d − 2b, so n collisions multiply it by (a + d − 2b)ⁿ. An imbalance between the two axes therefore generally relaxes at a different rate from the current.
